# No net quasienergy winding for a continuous, lattice-periodic Floquet drive with finitely many bands

Let $U(k,t)$ be unitary $m\times m$ matrices, jointly continuous on $[0,2\pi]\times[0,1]$, with $U(k,0)=1$ and $U(0,t)=U(2\pi,t)$. Then $\det U(k,1)=e^{i\theta(k)}$ for a continuous real $\theta$ with $\theta(2\pi)=\theta(0)$, and every continuous real phase of this determinant has equal end values.

## Driven chains and one-way transport

In a periodically driven chain, $U(k,t)$ evolves the Bloch states at crystal momentum $k$ from time $0$ to $t$. The eigenvalues $e^{-i\varepsilon_j(k)}$ of $U(k,1)$ define the quasienergies $\varepsilon_j$, with $\hbar$, the lattice constant and the driving period set to 1. A quasienergy is fixed only modulo $2\pi$, so a band can wind: it may change by a multiple of $2\pi$ across the zone. Net winding would mean chiral transport, as in the translation $e^{-ik}\cdot 1$, which moves every particle by one cell per period.

For a non-interacting chain with finitely many bands, whose evolution stays continuous and periodic in $k$ throughout the driving period, the result says that winding in one group of bands, as in a quantised adiabatic pump, is compensated by the others.

## The drive as a family of matrices

`IsFloquetDrive U` collects the four conditions on $U$. The bands are labelled by a finite type `n` with $m$ elements; $m=0$ is allowed. Conditions hold only on the closed intervals `Icc 0 (2 * π)` and `Icc 0 1`. The condition `periodic` presupposes a Bloch basis in which the evolution itself, and not merely its spectrum, agrees at the two zone ends.

No Hamiltonian appears: the step from a Schrödinger equation to a $U$ with these properties is assumed. `sum_quasienergy_periodic` also assumes continuous bands that give the full characteristic polynomial of $U(k,1)$, with multiplicity.

## A phase built from short time steps

Put $d(k,t)=\det U(k,t)$. From $UU^\dagger=1$ we get $|d|^2=1$. Also $d(k,0)=1$ and $d(0,t)=d(2\pi,t)$.

The rectangle is compact, so $d$ is uniformly continuous. Choose $N$ so large that $d(k,\cdot)$ changes by less than 1 between the times $\tau_j=j/(N+1)$ and $\tau_{j+1}$, for all $k$ and $0\le j\le N$. The ratios
$$r_j(k)=\frac{d(k,\tau_{j+1})}{d(k,\tau_j)}$$
have modulus 1 and satisfy $|r_j-1|<1$, so $\operatorname{Re} r_j>0$ and the principal argument is continuous there. Define
$$\theta(k)=\sum_{j=0}^{N}\arg r_j(k).$$
It is continuous, and $\theta(2\pi)=\theta(0)$ because each $r_j$ agrees at the two ends. The product telescopes:
$$e^{i\theta(k)}=\prod_{j=0}^{N} r_j(k)=\frac{d(k,1)}{d(k,0)}=d(k,1).$$

If $\varphi$ is another continuous phase of $d(k,1)$, then $(\varphi-\theta)/2\pi$ is continuous and integer-valued, hence constant. So $\varphi(2\pi)=\varphi(0)$.

## Quasienergies, translation and compensating bands

The determinant is the product of the eigenvalues, so for continuous bands $\varepsilon_j$ the sum $-\sum_j\varepsilon_j(k)$ is a continuous phase of it. Hence $\sum_j\varepsilon_j(2\pi)=\sum_j\varepsilon_j(0)$.

For $e^{-ik}\cdot 1$ the determinant has phase $-mk$, which changes by $-2\pi m$. With at least one band, no such drive ends there.

Single bands may still wind. Take $D(k)=\mathrm{diag}(e^{ik},1)$ and let $R(t)$ be the rotation by $\pi t/2$. The drive $D(k)R(t)D(k)^\dagger R(t)^\dagger$ starts at $DD^\dagger=1$. At $t=1$ the rotation exchanges the diagonal entries of $D^\dagger$, so the drive ends at
$$\mathrm{diag}(e^{ik},1)\,\mathrm{diag}(1,e^{-ik})=\mathrm{diag}(e^{ik},e^{-ik}).$$
The name `counterDrive` refers to these opposite windings; it is not a counter-example to the theorem.

## Periodicity only at the start and end is too weak

Take one band and $U(k,t)=e^{-ikt}$. It is continuous and unitary, starts at 1, and agrees at $k=0$ and $k=2\pi$ when $t=0$ or $t=1$. Yet its final phase $-k$ changes by $-2\pi$. Periodicity fails at the intermediate times, where $e^{-2\pi it}\neq1$.

## The Lean file

```lean
import Mathlib

open Set
open scoped Real Matrix

namespace FloquetWinding

noncomputable section

variable {n : Type*} [Fintype n] [DecidableEq n]

/-- A Floquet drive over one period `0 ≤ t ≤ 1`: a jointly continuous family of unitary evolution
matrices that starts at the identity and agrees at the two ends of the Brillouin zone `[0, 2π]`. -/
structure IsFloquetDrive (U : ℝ → ℝ → Matrix n n ℂ) : Prop where
  continuous : ContinuousOn (fun p : ℝ × ℝ => U p.1 p.2) (Icc 0 (2 * π) ×ˢ Icc 0 1)
  unitary : ∀ k ∈ Icc 0 (2 * π), ∀ t ∈ Icc (0 : ℝ) 1, U k t ∈ Matrix.unitaryGroup n ℂ
  initial : ∀ k ∈ Icc 0 (2 * π), U k 0 = 1
  periodic : ∀ t ∈ Icc (0 : ℝ) 1, U 0 t = U (2 * π) t

/-- A jointly continuous phase factor `d(k,t)` that equals 1 at `t = 0` and agrees at `k = 0` and
`k = 2π` has, at `t = 1`, a continuous real phase with equal values at the two ends. -/
theorem exists_periodic_phase {d : ℝ → ℝ → ℂ}
    (hc : ContinuousOn (fun p : ℝ × ℝ => d p.1 p.2) (Icc 0 (2 * π) ×ˢ Icc 0 1))
    (hn : ∀ k ∈ Icc 0 (2 * π), ∀ t ∈ Icc (0 : ℝ) 1, ‖d k t‖ = 1)
    (h0 : ∀ k ∈ Icc 0 (2 * π), d k 0 = 1)
    (hp : ∀ t ∈ Icc (0 : ℝ) 1, d 0 t = d (2 * π) t) :
    ∃ θ : ℝ → ℝ, ContinuousOn θ (Icc 0 (2 * π)) ∧ θ (2 * π) = θ 0 ∧
      ∀ k ∈ Icc 0 (2 * π), d k 1 = Complex.exp (θ k * Complex.I) := by
  -- cut the period into steps on which `d` moves by less than 1
  have huc := (isCompact_Icc.prod isCompact_Icc).uniformContinuousOn_of_continuous hc
  obtain ⟨δ, hδ, hd⟩ := Metric.uniformContinuousOn_iff.1 huc 1 one_pos
  obtain ⟨N, hN⟩ := exists_nat_one_div_lt hδ
  obtain ⟨τ, hτ⟩ : ∃ τ : ℕ → ℝ, ∀ j, τ j = (j : ℝ) / ((N : ℝ) + 1) := ⟨_, fun _ => rfl⟩
  have hN0 : (0 : ℝ) < (N : ℝ) + 1 := by positivity
  have hmem : ∀ j, j ≤ N + 1 → τ j ∈ Icc (0 : ℝ) 1 := by
    intro j hj
    rw [hτ]
    refine ⟨by positivity, (div_le_one hN0).2 ?_⟩
    exact_mod_cast hj
  have hne : ∀ k ∈ Icc 0 (2 * π), ∀ j, j ≤ N + 1 → d k (τ j) ≠ 0 := by
    intro k hk j hj h
    have h1 := hn k hk _ (hmem j hj)
    rw [h, norm_zero] at h1
    exact zero_ne_one h1
  -- successive ratios stay away from the branch cut of the argument
  have hslit : ∀ k ∈ Icc 0 (2 * π), ∀ j, j + 1 ≤ N + 1 →
      d k (τ (j + 1)) / d k (τ j) ∈ Complex.slitPlane := by
    intro k hk j hj
    have hj' : j ≤ N + 1 := by omega
    have hstep : τ (j + 1) - τ j = 1 / ((N : ℝ) + 1) := by
      rw [hτ, hτ]
      push_cast
      ring
    have hdist : dist (k, τ (j + 1)) (k, τ j) < δ := by
      rw [Prod.dist_eq, dist_self, Real.dist_eq, hstep, abs_of_pos (by positivity)]
      exact max_lt hδ hN
    have h1 := hd (k, τ (j + 1)) ⟨hk, hmem _ hj⟩ (k, τ j) ⟨hk, hmem _ hj'⟩ hdist
    rw [dist_eq_norm] at h1
    have h2 : ‖d k (τ (j + 1)) / d k (τ j) - 1‖ < 1 := by
      rw [div_sub_one (hne k hk j hj'), norm_div, hn k hk _ (hmem j hj'), div_one]
      exact h1
    have h3 := (abs_lt.1 ((Complex.abs_re_le_norm _).trans_lt h2)).1
    rw [Complex.sub_re, Complex.one_re] at h3
    exact Complex.mem_slitPlane_iff.2 (Or.inl (by linarith))
  have hslice : ∀ t ∈ Icc (0 : ℝ) 1, ContinuousOn (fun k => d k t) (Icc 0 (2 * π)) := by
    intro t ht
    have hpair : ContinuousOn (fun k : ℝ => (k, t)) (Icc 0 (2 * π)) := by fun_prop
    exact hc.comp hpair (fun k hk => ⟨hk, ht⟩)
  refine ⟨fun k => ∑ j ∈ Finset.range (N + 1),
    Complex.arg (d k (τ (j + 1)) / d k (τ j)), ?_, ?_, ?_⟩
  · refine continuousOn_finsetSum _ (fun j hj => ?_)
    have hj1 : j + 1 ≤ N + 1 := Finset.mem_range.1 hj
    have hj' : j ≤ N + 1 := by omega
    intro k hk
    exact ContinuousAt.comp_continuousWithinAt (g := Complex.arg)
      (f := fun k => d k (τ (j + 1)) / d k (τ j))
      (Complex.continuousAt_arg (hslit k hk j hj1))
      ((hslice _ (hmem _ hj1) k hk).div (hslice _ (hmem _ hj') k hk) (hne k hk j hj'))
  · refine Finset.sum_congr rfl (fun j hj => ?_)
    have hj1 : j + 1 ≤ N + 1 := Finset.mem_range.1 hj
    rw [hp _ (hmem _ hj1), hp _ (hmem j (by omega))]
  · intro k hk
    -- the product of the ratios telescopes
    have tele : ∀ M, M ≤ N + 1 → Complex.exp (((∑ j ∈ Finset.range M,
        Complex.arg (d k (τ (j + 1)) / d k (τ j)) : ℝ) : ℂ) * Complex.I) = d k (τ M) := by
      intro M
      induction M with
      | zero =>
        intro _
        have hz : τ 0 = 0 := by rw [hτ]; simp
        rw [hz, h0 k hk]
        simp
      | succ M ih =>
        intro hM
        have hM' : M ≤ N + 1 := by omega
        have hr := Complex.norm_mul_exp_arg_mul_I (d k (τ (M + 1)) / d k (τ M))
        rw [norm_div, hn k hk _ (hmem _ hM), hn k hk _ (hmem _ hM'), div_one,
          Complex.ofReal_one, one_mul] at hr
        rw [Finset.sum_range_succ, Complex.ofReal_add, add_mul, Complex.exp_add, ih hM', hr]
        exact mul_div_cancel₀ _ (hne k hk M hM')
    have hlast : τ (N + 1) = 1 := by
      rw [hτ]
      push_cast
      exact div_self hN0.ne'
    have h := tele (N + 1) le_rfl
    rw [hlast] at h
    exact h.symm

/-- Two continuous real phases of the same phase factor on `[0, 2π]` change by the same amount
across the zone. -/
theorem phase_change_unique {θ φ : ℝ → ℝ} (hθ : ContinuousOn θ (Icc 0 (2 * π)))
    (hφ : ContinuousOn φ (Icc 0 (2 * π)))
    (h : ∀ k ∈ Icc 0 (2 * π), Complex.exp (θ k * Complex.I) = Complex.exp (φ k * Complex.I)) :
    θ (2 * π) - θ 0 = φ (2 * π) - φ 0 := by
  have hpi : 0 < 2 * π := Real.two_pi_pos
  have hint : ∀ k ∈ Icc 0 (2 * π), ∃ r : ℤ, θ k - φ k = r * (2 * π) := by
    intro k hk
    obtain ⟨r, hr⟩ := Complex.exp_eq_exp_iff_exists_int.1 (h k hk)
    refine ⟨r, ?_⟩
    have h1 : ((θ k - φ k : ℝ) : ℂ) = ((r * (2 * π) : ℝ) : ℂ) := by
      push_cast
      apply mul_right_cancel₀ Complex.I_ne_zero
      linear_combination hr
    exact Complex.ofReal_injective h1
  -- a half-integer multiple of `2π` is never reached
  have key : ∀ p : ℤ, ((p : ℝ) + 1 / 2) * (2 * π) ∉ (fun k => θ k - φ k) '' Icc 0 (2 * π) := by
    rintro p ⟨k, hk, hkp⟩
    obtain ⟨r, hr⟩ := hint k hk
    have h1 : (r : ℝ) = p + 1 / 2 := mul_right_cancel₀ hpi.ne' (hr.symm.trans hkp)
    have h2 : (2 * r : ℝ) = 2 * p + 1 := by linarith
    have h3 : 2 * r = 2 * p + 1 := by exact_mod_cast h2
    omega
  obtain ⟨p, hp⟩ := hint 0 ⟨le_rfl, hpi.le⟩
  obtain ⟨q, hq⟩ := hint (2 * π) ⟨hpi.le, le_rfl⟩
  rcases lt_trichotomy p q with hpq | hpq | hpq
  · have h1 : (p : ℝ) + 1 ≤ q := by exact_mod_cast hpq
    refine absurd (intermediate_value_Icc hpi.le (hθ.sub hφ) ⟨?_, ?_⟩) (key p)
    · change θ 0 - φ 0 ≤ _
      rw [hp]
      exact mul_le_mul_of_nonneg_right (by linarith) hpi.le
    · change _ ≤ θ (2 * π) - φ (2 * π)
      rw [hq]
      exact mul_le_mul_of_nonneg_right (by linarith) hpi.le
  · rw [hpq] at hp
    linarith
  · have h1 : (q : ℝ) + 1 ≤ p := by exact_mod_cast hpq
    refine absurd (intermediate_value_Icc' hpi.le (hθ.sub hφ) ⟨?_, ?_⟩) (key q)
    · change θ (2 * π) - φ (2 * π) ≤ _
      rw [hq]
      exact mul_le_mul_of_nonneg_right (by linarith) hpi.le
    · change _ ≤ θ 0 - φ 0
      rw [hp]
      exact mul_le_mul_of_nonneg_right (by linarith) hpi.le

/-- The determinant of the one-period evolution of a Floquet drive is `exp(iθ(k))` for a continuous
real `θ` with `θ(2π) = θ(0)`. -/
theorem floquet_periodic_phase {U : ℝ → ℝ → Matrix n n ℂ} (hU : IsFloquetDrive U) :
    ∃ θ : ℝ → ℝ, ContinuousOn θ (Icc 0 (2 * π)) ∧ θ (2 * π) = θ 0 ∧
      ∀ k ∈ Icc 0 (2 * π), (U k 1).det = Complex.exp (θ k * Complex.I) := by
  have hdet : Continuous (fun M : Matrix n n ℂ => M.det) := continuous_id.matrix_det
  refine exists_periodic_phase (d := fun k t => (U k t).det)
    (hdet.comp_continuousOn hU.continuous) ?_ ?_ ?_
  · -- a unitary matrix has a determinant of modulus one
    intro k hk t ht
    have h := congrArg Matrix.det (Matrix.mem_unitaryGroup_iff.1 (hU.unitary k hk t ht))
    rw [Matrix.det_mul, Matrix.star_eq_conjTranspose, Matrix.det_conjTranspose,
      Matrix.det_one] at h
    have h2 := congrArg norm h
    rw [norm_mul, norm_star, norm_one] at h2
    exact (mul_self_eq_one_iff.1 h2).resolve_right
      (fun h3 => by linarith [norm_nonneg (U k t).det])
  · intro k hk
    simp only [hU.initial k hk, Matrix.det_one]
  · intro t ht
    simp only [hU.periodic t ht]

/-- Every continuous real phase of the determinant of the one-period evolution of a Floquet drive
takes equal values at the two ends of the zone. -/
theorem no_net_winding {U : ℝ → ℝ → Matrix n n ℂ} (hU : IsFloquetDrive U) {θ : ℝ → ℝ}
    (hθ : ContinuousOn θ (Icc 0 (2 * π)))
    (h : ∀ k ∈ Icc 0 (2 * π), (U k 1).det = Complex.exp (θ k * Complex.I)) :
    θ (2 * π) = θ 0 := by
  obtain ⟨φ, hφ, hper, hφd⟩ := floquet_periodic_phase hU
  have := phase_change_unique hθ hφ (fun k hk => (h k hk).symm.trans (hφd k hk))
  linarith

/-- If continuous quasienergy bands `ε_j(k)` give the full spectrum `exp(-iε_j(k))` of the
one-period evolution of a Floquet drive, with multiplicity, their sum is the same at both ends of
the zone. -/
theorem sum_quasienergy_periodic {U : ℝ → ℝ → Matrix n n ℂ} (hU : IsFloquetDrive U)
    (ε : n → ℝ → ℝ) (hε : ∀ j, ContinuousOn (ε j) (Icc 0 (2 * π)))
    (hspec : ∀ k ∈ Icc 0 (2 * π), (U k 1).charpoly =
      ∏ j, (Polynomial.X - Polynomial.C (Complex.exp (-(ε j k * Complex.I))))) :
    ∑ j, ε j (2 * π) = ∑ j, ε j 0 := by
  have h := no_net_winding hU (θ := fun k => -∑ j, ε j k)
    (continuousOn_finsetSum _ (fun j _ => hε j)).neg (by
      intro k hk
      have hs : ((-∑ j, ε j k : ℝ) : ℂ) * Complex.I = ∑ j, -(ε j k * Complex.I) := by
        push_cast
        rw [neg_mul, Finset.sum_mul, Finset.sum_neg_distrib]
      -- the determinant is the product of the eigenvalues
      rw [hs, Complex.exp_sum, Matrix.det_eq_sign_charpoly_coeff, hspec k hk,
        Polynomial.coeff_zero_eq_eval_zero, Polynomial.eval_prod, ← Finset.card_univ,
        ← Finset.prod_const, ← Finset.prod_mul_distrib]
      refine Finset.prod_congr rfl (fun j _ => ?_)
      rw [Polynomial.eval_sub, Polynomial.eval_X, Polynomial.eval_C]
      ring)
  exact neg_injective h

/-- With at least one band, no Floquet drive has the lattice translation `exp(-ik)·1` as its
one-period evolution. -/
theorem translation_not_reachable [Nonempty n] {U : ℝ → ℝ → Matrix n n ℂ}
    (hU : IsFloquetDrive U) :
    ¬ ∀ k ∈ Icc 0 (2 * π), U k 1 = Complex.exp (-(k * Complex.I)) • (1 : Matrix n n ℂ) := by
  intro h
  have h1 := no_net_winding hU (θ := fun k => -(Fintype.card n : ℝ) * k) (by fun_prop) (by
    intro k hk
    rw [h k hk, Matrix.det_smul, Matrix.det_one, mul_one, ← Complex.exp_nat_mul]
    congr 1
    push_cast
    ring)
  have h2 : (0 : ℝ) < Fintype.card n := by exact_mod_cast Fintype.card_pos
  have h3 := mul_pos h2 Real.two_pi_pos
  simp only [mul_zero] at h1
  linarith

/-- The momentum-dependent phase `exp(ik)` on the first of two bands. -/
def bandPhase (k : ℝ) : Matrix (Fin 2) (Fin 2) ℂ := !![Complex.exp (k * Complex.I), 0; 0, 1]

/-- The rotation of two bands into each other by the angle `πt/2`. -/
def bandRotation (t : ℝ) : Matrix (Fin 2) (Fin 2) ℂ :=
  !![(Real.cos (π / 2 * t) : ℂ), -(Real.sin (π / 2 * t) : ℂ);
     (Real.sin (π / 2 * t) : ℂ), (Real.cos (π / 2 * t) : ℂ)]

/-- The two-band evolution `D(k) R(t) D(k)† R(t)†` built from the band phase `D` and the band
rotation `R`. -/
def counterDrive (k t : ℝ) : Matrix (Fin 2) (Fin 2) ℂ :=
  bandPhase k * bandRotation t * (bandPhase k)ᴴ * (bandRotation t)ᴴ

/-- The band phase is unitary. -/
theorem bandPhase_unitary (k : ℝ) : bandPhase k ∈ Matrix.unitaryGroup (Fin 2) ℂ := by
  have h : Complex.exp (k * Complex.I) * (starRingEnd ℂ) (Complex.exp (k * Complex.I)) = 1 := by
    rw [Complex.mul_conj, Complex.normSq_eq_norm_sq, Complex.norm_exp_ofReal_mul_I]
    norm_num
  rw [Matrix.mem_unitaryGroup_iff, Matrix.star_eq_conjTranspose]
  unfold bandPhase
  generalize Complex.exp (k * Complex.I) = z at h ⊢
  ext i j
  fin_cases i <;> fin_cases j <;> simp [Matrix.mul_apply, Fin.sum_univ_succ, h]

/-- The band rotation is unitary. -/
theorem bandRotation_unitary (t : ℝ) : bandRotation t ∈ Matrix.unitaryGroup (Fin 2) ℂ := by
  have h : (Real.cos (π / 2 * t) : ℂ) * (Real.cos (π / 2 * t) : ℂ) +
      (Real.sin (π / 2 * t) : ℂ) * (Real.sin (π / 2 * t) : ℂ) = 1 := by
    have h1 := Real.cos_sq_add_sin_sq (π / 2 * t)
    rw [sq, sq] at h1
    rw [← Complex.ofReal_mul, ← Complex.ofReal_mul, ← Complex.ofReal_add, h1, Complex.ofReal_one]
  rw [Matrix.mem_unitaryGroup_iff, Matrix.star_eq_conjTranspose]
  unfold bandRotation
  generalize Real.cos (π / 2 * t) = c at h ⊢
  generalize Real.sin (π / 2 * t) = s at h ⊢
  ext i j
  fin_cases i <;> fin_cases j <;> simp [Matrix.mul_apply, Fin.sum_univ_succ] <;>
    first | linear_combination h | ring

/-- The two-band evolution `counterDrive` is a Floquet drive, and its one-period evolution is
`diag(exp(ik), exp(-ik))`. -/
theorem counterDrive_witness : IsFloquetDrive counterDrive ∧
    ∀ k, counterDrive k 1 =
      !![Complex.exp (k * Complex.I), 0; 0, Complex.exp (-(k * Complex.I))] := by
  have hD : Continuous bandPhase := by
    refine continuous_matrix (fun i j => ?_)
    fin_cases i <;> fin_cases j <;> simp [bandPhase] <;> fun_prop
  have hR : Continuous bandRotation := by
    refine continuous_matrix (fun i j => ?_)
    fin_cases i <;> fin_cases j <;> simp [bandRotation] <;> fun_prop
  refine ⟨⟨?_, ?_, ?_, ?_⟩, ?_⟩
  · have h1 := hD.comp (continuous_fst (X := ℝ) (Y := ℝ))
    have h2 := hR.comp (continuous_snd (X := ℝ) (Y := ℝ))
    exact (((h1.matrix_mul h2).matrix_mul h1.matrix_conjTranspose).matrix_mul
      h2.matrix_conjTranspose).continuousOn
  · intro k _ t _
    exact mul_mem (mul_mem (mul_mem (bandPhase_unitary k) (bandRotation_unitary t))
      (Unitary.star_mem (bandPhase_unitary k))) (Unitary.star_mem (bandRotation_unitary t))
  · intro k _
    have h0 : bandRotation 0 = 1 := by
      ext i j
      fin_cases i <;> fin_cases j <;> simp [bandRotation]
    have h1 := Matrix.mem_unitaryGroup_iff.1 (bandPhase_unitary k)
    rw [Matrix.star_eq_conjTranspose] at h1
    rw [counterDrive, h0, mul_one, h1, Matrix.conjTranspose_one, mul_one]
  · intro t _
    have h : bandPhase 0 = bandPhase (2 * π) := by
      simp [bandPhase, Complex.exp_two_pi_mul_I]
    rw [counterDrive, counterDrive, h]
  · -- after a quarter turn the conjugate phase sits on the second band
    intro k
    have hc : Real.cos (π / 2 * 1) = 0 := by rw [mul_one, Real.cos_pi_div_two]
    have hs : Real.sin (π / 2 * 1) = 1 := by rw [mul_one, Real.sin_pi_div_two]
    have h1 : bandRotation 1 = !![0, -1; 1, 0] := by
      simp only [bandRotation, hc, hs, Complex.ofReal_zero, Complex.ofReal_one]
    have h2 : (bandPhase k)ᴴ = !![Complex.exp (-(k * Complex.I)), 0; 0, 1] := by
      ext i j
      fin_cases i <;> fin_cases j <;> simp [bandPhase, ← Complex.exp_conj]
    rw [counterDrive, h1, h2, bandPhase]
    ext i j
    fin_cases i <;> fin_cases j <;> simp [Matrix.mul_apply, Fin.sum_univ_succ]

end

end FloquetWinding
```

```lean
#print axioms FloquetWinding.sum_quasienergy_periodic
#print axioms FloquetWinding.translation_not_reachable
```

```
'FloquetWinding.sum_quasienergy_periodic' depends on axioms: [propext, Classical.choice, Quot.sound]
'FloquetWinding.translation_not_reachable' depends on axioms: [propext, Classical.choice, Quot.sound]
```

## From the time steps to the theorems

`exists_periodic_phase` carries out the construction for a general phase factor $d$. Within it, `hslit` controls the ratios and `tele` proves the telescoping product by induction. `floquet_periodic_phase` applies it to the determinant.

In `phase_change_unique`, equal exponentials give an integer at each $k$. If the integers at the two ends differed, the intermediate value theorem would produce a half-integer multiple of $2\pi$, which `key` excludes by parity. `no_net_winding` combines the two results.

`sum_quasienergy_periodic` obtains the determinant from the characteristic polynomial at zero, and `translation_not_reachable` inserts the phase $-mk$. `counterDrive_witness` checks the four conditions and the final matrix, using the unitarity lemmas for $D$ and $R$.

## `Complex.slitPlane` and the argument

`Complex.slitPlane` is the complex plane without zero and the negative real axis. Mathlib's `Complex.continuousAt_arg` gives continuity of the principal argument at each of its points. The determinant $d(k,1)$ may cross the cut as $k$ varies, so its own argument can jump. The ratios have positive real part, which is the first alternative in `Complex.mem_slitPlane_iff`; each summand is therefore continuous, while the sum can leave the interval $(-\pi,\pi]$.
